# The homogeneous, untransposed two-particle to two-hole map in orbital indices

For a finite set of orbitals and a particle number N ≥ 2, the theorem gives every entry of the homogeneous, untransposed map from the two-particle to the two-hole matrix. The entry is a sum of three parts: antisymmetrised Kronecker deltas weighted by tr X / (N(N − 1)), minus four terms in the one-particle matrix M(i,k) = ∑ⱼ X(ij,kj)/(N − 1), plus the entry of X itself. X may be any complex matrix on ordered orbital pairs; if its trace is N(N − 1), the weight of the first part is 1. The proof computes the entries of the identity, the exchange operator and the one-body operator, shows that multiplying by the exchange on the right swaps the column orbitals, and then expands the definition and finishes with `ring`.

The first attempt, which Lean rejects:

```lean
import Mathlib

open Matrix
open scoped Kronecker ComplexOrder

namespace QMapApply

noncomputable section

variable {n : Type*} [Fintype n] [DecidableEq n]

/-- Complex matrices indexed by ordered pairs of orbitals. -/
abbrev PairMat (n : Type*) := Matrix (n × n) (n × n) ℂ

local notation "δ" => (1 : Matrix _ _ ℂ)

/-- The operator that swaps the two particles. -/
def exchange : PairMat n := fun p q => if p.swap = q then 1 else 0

/-- The one-particle matrix `M(i,k) = ∑ j, X(ij,kj) / (N - 1)`, for `N ≥ 2` particles. -/
def oneMatrix (N : ℕ) [N.AtLeastTwo] (X : PairMat n) : Matrix n n ℂ :=
  fun i k => (∑ j, X (i, j) (k, j)) / ((N : ℂ) - 1)

/-- A one-particle operator acting on both particles, `M ⊗ 1 + 1 ⊗ M`. -/
def oneBody (M : Matrix n n ℂ) : PairMat n := M ⊗ₖ δ + δ ⊗ₖ M

/-- The homogeneous, untransposed map from the two-particle to the two-hole matrix,
for `N ≥ 2` particles. -/
def qMap (N : ℕ) [N.AtLeastTwo] (X : PairMat n) : PairMat n :=
  (trace X / ((N : ℂ) * ((N : ℂ) - 1))) • (1 - exchange)
    - oneBody (oneMatrix N X) * (1 - exchange) + X

/-- The Q map written out in orbital indices, with `δ` the Kronecker delta. -/
theorem qMap_apply (N : ℕ) [N.AtLeastTwo] (X : PairMat n) (i j k l : n) :
    qMap N X (i, j) (k, l) =
      trace X / ((N : ℂ) * ((N : ℂ) - 1)) * (δ i k * δ j l - δ i l * δ j k)
      - (oneMatrix N X i k * δ j l + δ i k * oneMatrix N X j l
        - oneMatrix N X i l * δ j k - δ i l * oneMatrix N X j k)
      + X (i, j) (k, l) := by
  have h1 : (1 : PairMat n) (i, j) (k, l) = δ i k * δ j l := by
    by_cases h : i = k <;> by_cases h' : j = l <;> simp [Matrix.one_apply, h, h']
  have h2 : (exchange : PairMat n) (i, j) (k, l) = δ i l * δ j k := by
    by_cases h : i = l <;> by_cases h' : j = k <;>
      simp [exchange, Matrix.one_apply, h, h']
  -- multiplying by the swap from the right exchanges the column orbitals
  have h3 : ∀ T : PairMat n, (T * exchange) (i, j) (k, l) = T (i, j) (l, k) := by
    intro T
    rw [Matrix.mul_apply, Finset.sum_eq_single (l, k)]
    · simp [exchange]
    · rintro ⟨a, b⟩ _ hb
      have hne : ¬ ((b, a) = (k, l)) := by
        intro h
        apply hb
        rw [Prod.mk.injEq] at h ⊢
        exact ⟨h.2, h.1⟩
      simp only [exchange, Prod.swap_prod_mk, if_neg hne, mul_zero]
    · intro h
      exact absurd (Finset.mem_univ _) h
  have h4 : ∀ (M : Matrix n n ℂ) (a b c d : n),
      oneBody M (a, b) (c, d) = M a c * δ b d + δ a c * M b d := fun _ _ _ _ _ => rfl
  rw [qMap, Matrix.mul_sub, Matrix.mul_one]
  simp only [Matrix.add_apply, Matrix.sub_apply, Matrix.smul_apply, smul_eq_mul, h1, h2, h3, h4]
  ring

end

end QMapApply
```

Messages:

```
Main.lean:46:29: error: Function expected at
  T * exchange
but this term has type
  ?m.245

Note: Expected a function because this term is being applied to the argument
  (i, j)
Try this:
  [apply] ring_nf
  
  The `ring` tactic failed to close the goal. Use `ring_nf` to obtain a normal form.
    
  Note that `ring` works primarily in *commutative* rings. If you have a noncommutative ring, abelian group or module, consider using `noncomm_ring`, `abel` or `module` instead.
Main.lean:39:27: error: unsolved goals
n : Type u_1
inst✝² : Fintype n
inst✝¹ : DecidableEq n
N : ℕ
inst✝ : N.AtLeastTwo
X : PairMat n
i j k l : n
h1 : 1 (i, j) (k, l) = 1 i k * 1 j l
h2 : exchange (i, j) (k, l) = 1 i l * 1 j k
h3 : ∀ (T : PairMat n), sorry = T (i, j) (l, k)
h4 : ∀ (M : Matrix n n ℂ) (a b c d : n), oneBody M (a, b) (c, d) = M a c * 1 b d + 1 a c * M b d
⊢ trace X * (-↑N + ↑N ^ 2)⁻¹ * 1 i k * 1 j l - trace X * (-↑N + ↑N ^ 2)⁻¹ * 1 i l * 1 j k - 1 i k * oneMatrix N X j l -
          1 j l * oneMatrix N X i k +
        (oneBody (oneMatrix N X) * exchange) (i, j) (k, l) +
      X (i, j) (k, l) =
    trace X * (-↑N + ↑N ^ 2)⁻¹ * 1 i k * 1 j l - trace X * (-↑N + ↑N ^ 2)⁻¹ * 1 i l * 1 j k -
              1 i k * oneMatrix N X j l -
            1 j l * oneMatrix N X i k +
          1 i l * oneMatrix N X j k +
        1 j k * oneMatrix N X i l +
      X (i, j) (k, l)
Main.lean:62:89: warning: This simp argument is unused:
  h3

Hint: Omit it from the simp argument list.
  [apply] simp only [Matrix.add_apply, Matrix.sub_apply, Matrix.smul_apply, smul_eq_mul, h1, h2, h4]

Note: This linter can be disabled with `set_option linter.unusedSimpArgs false`
```

Diagnosis. The first error is in the statement of `h3`. Lean had to apply `T * exchange` to `(i, j)` while the type of the product was still the unknown `?m.245`, so it could not treat the product as a function. The orbital type of `exchange` is an implicit argument, and nothing written on that factor fixed it.

The other two messages follow from this. The left side of `h3` became `sorry`, so `simp only` could not use it to rewrite the product with `exchange`, and the linter reports it as unused. The entry `(oneBody (oneMatrix N X) * exchange) (i, j) (k, l)` therefore stayed in the goal, and `ring` cannot expand a matrix product into the two terms needed on the right.

The diff annotates both `exchange` and the whole product as `PairMat n`. The product is then known to be a matrix before it is applied to indices, and `h3` states what was meant. `simp only` can now turn the leftover entry into one of `oneBody` with `k` and `l` swapped, which `h4` expands, and `ring` closes the goal.

Fix (accepted with no message):

```diff
@@ -44,5 +44,5 @@
       simp [exchange, Matrix.one_apply, h, h']
   -- multiplying by the swap from the right exchanges the column orbitals
-  have h3 : ∀ T : PairMat n, (T * exchange) (i, j) (k, l) = T (i, j) (l, k) := by
+  have h3 : ∀ T : PairMat n, (T * (exchange : PairMat n) : PairMat n) (i, j) (k, l) = T (i, j) (l, k) := by
     intro T
     rw [Matrix.mul_apply, Finset.sum_eq_single (l, k)]
```
